# Energy drift from a missing overlap force: a two-component model with an explicit solution

Before anything can be proved about a missing force, the equations of motion have to leave room for it to be missing. The formal statement therefore treats the extra force on the ion as a free function F of time, instead of building the correct expression into the dynamics. The overlap force is the part of the ionic force that arises because the orbital's normalisation condition depends on the ion's position. Setting F = 0 describes a code that omits the overlap force; setting F to the right expression describes one that includes it. The same energy balance covers both.

## The identity

One real orbital ψ has finitely many components, and one ion has coordinate R. The Hamiltonian H(R) and overlap S(R) are real symmetric matrices. A prime on ψ or R is a time derivative, and a prime on H or S is a derivative with respect to R. With fictitious mass μ, ionic mass M and multiplier Λ(t), the equations are

⟨ψ, S(R)ψ⟩ = 1

μψ'' = −H(R)ψ + ΛS(R)ψ

M R'' = −⟨ψ, H'(R)ψ⟩ + F

The energy is

E = μ⟨ψ',ψ'⟩ + ⟨ψ, H(R)ψ⟩ + ½M(R')²

and along every solution

dE/dt = R'(F − Λ⟨ψ, S'(R)ψ⟩).

The toy model makes the failure explicit. Take S(R) = diag(1/cosh²R, 1) and H = diag(e, e'), where e and e' are constants. Then R = t, ψ = (cosh t, 0) and Λ = (μ+e)cosh²t solve all three equations with F = 0. For μ > 0, e ≥ 0 and t > 0, the energy nevertheless rises at the strictly positive rate −Λ⟨ψ, S'(R)ψ⟩.

## Where a code relies on it

In Car–Parrinello dynamics with ultrasoft pseudopotentials, the overlap operator moves with the ions, so the ionic force needs a term containing the multiplier and the derivative of S; the model here shows this for a single orbital, a single ionic coordinate and a Hamiltonian that does not depend on the orbital. When the conserved energy of such a run, which includes the fictitious kinetic energy of the orbitals, drifts, a missing or wrongly signed overlap term is one candidate to check, alongside the time step and the constraint solver.

## Derivation

For a symmetric matrix A(R), the product and chain rules give

d/dt ⟨ψ, Aψ⟩ = ⟨ψ', Aψ⟩ + ⟨ψ, Aψ'⟩ + R'⟨ψ, A'ψ⟩ = 2⟨ψ', Aψ⟩ + R'⟨ψ, A'ψ⟩.

With A = S, the left side is the derivative of the constant 1, hence

2⟨ψ', Sψ⟩ + R'⟨ψ, S'ψ⟩ = 0.

The fictitious kinetic energy changes at the rate 2μ⟨ψ',ψ''⟩. Taking the inner product of the orbital equation with 2ψ' turns this into

2μ⟨ψ',ψ''⟩ = −2⟨ψ', Hψ⟩ + 2Λ⟨ψ', Sψ⟩.

The electronic energy contributes 2⟨ψ', Hψ⟩ + R'⟨ψ, H'ψ⟩. The ionic kinetic energy contributes

M R'R'' = −R'⟨ψ, H'ψ⟩ + R'F.

In the sum, both terms in H and both terms in H' cancel:

dE/dt = 2Λ⟨ψ', Sψ⟩ + R'F.

The differentiated constraint replaces 2⟨ψ', Sψ⟩ by −R'⟨ψ, S'ψ⟩, which gives the identity. Energy is therefore constant exactly when R'(F − Λ⟨ψ, S'ψ⟩) vanishes at every time. The choice F = Λ⟨ψ, S'ψ⟩ achieves this for any motion of the ion.

For the toy motion, number the components 0 and 1. The constraint reads cosh²t · (1/cosh²t) = 1. Component 0 of the orbital equation is

μ cosh t = −e cosh t + (μ+e)cosh²t · (1/cosh²t) · cosh t,

which is true, and component 1 is 0 = 0. Since H is constant and R'' = 0, the ionic equation holds with F = 0. Differentiating the overlap gives

S'₀₀(R) = −2 sinh R / cosh³R

⟨ψ, S'ψ⟩ = −2 sinh t / cosh t

dE/dt = −Λ⟨ψ, S'ψ⟩ = 2(μ+e) sinh t cosh t > 0 for μ > 0, e ≥ 0 and t > 0.

### A numerical instance

Take μ = 1, e = 1, M = 2 and t = ln 2, so that cosh t = 5/4 and sinh t = 3/4. Then

Λ = 2 · 25/16 = 25/8

⟨ψ, S'ψ⟩ = −2 · (3/4)/(5/4) = −6/5

dE/dt = (25/8)(6/5) = 15/4.

The energy itself is 9/16 + 25/16 + 1 = 25/8, against 0 + 1 + 1 = 2 at t = 0. The orbital is normalised in the S metric throughout, and the ion moves at constant velocity, yet the energy has grown by 9/8.

## The Lean file

```lean
import Mathlib

open Matrix

namespace UltrasoftMolecularDynamics

noncomputable section

variable {n : Type*} [Fintype n]

/-- The matrix element `⟨u, A v⟩` for real orbitals. -/
def braket (u : n → ℝ) (A : Matrix n n ℝ) (v : n → ℝ) : ℝ := u ⬝ᵥ (A *ᵥ v)

/-- A Hamiltonian `H` and an overlap matrix `S`, both symmetric and depending on an ionic
coordinate, together with their derivatives `dH` and `dS`. -/
structure Model (n : Type*) where
  H : ℝ → Matrix n n ℝ
  dH : ℝ → Matrix n n ℝ
  S : ℝ → Matrix n n ℝ
  dS : ℝ → Matrix n n ℝ
  H_symm : ∀ r i j, H r i j = H r j i
  S_symm : ∀ r i j, S r i j = S r j i
  H_deriv : ∀ r i j, HasDerivAt (fun x => H x i j) (dH r i j) r
  S_deriv : ∀ r i j, HasDerivAt (fun x => S x i j) (dS r i j) r

/-- A motion of an orbital `ψ` and an ionic coordinate `R`, with velocities and accelerations. -/
structure Motion (n : Type*) where
  ψ : ℝ → n → ℝ
  dψ : ℝ → n → ℝ
  ddψ : ℝ → n → ℝ
  R : ℝ → ℝ
  dR : ℝ → ℝ
  ddR : ℝ → ℝ
  hψ : ∀ t i, HasDerivAt (fun s => ψ s i) (dψ t i) t
  hdψ : ∀ t i, HasDerivAt (fun s => dψ s i) (ddψ t i) t
  hR : ∀ t, HasDerivAt R (dR t) t
  hdR : ∀ t, HasDerivAt dR (ddR t) t

/-- The equations of motion with fictitious mass `μ`, ionic mass `M`, multiplier `Λ`, and a force
`F` on the ion in addition to the Hellmann-Feynman force. -/
structure Solves (m : Model n) (μ M : ℝ) (F Λ : ℝ → ℝ) (q : Motion n) : Prop where
  constraint : ∀ t, braket (q.ψ t) (m.S (q.R t)) (q.ψ t) = 1
  orbital : ∀ t, μ • q.ddψ t = -(m.H (q.R t) *ᵥ q.ψ t) + Λ t • (m.S (q.R t) *ᵥ q.ψ t)
  ion : ∀ t, M * q.ddR t = -braket (q.ψ t) (m.dH (q.R t)) (q.ψ t) + F t

/-- Fictitious kinetic energy, electronic energy and ionic kinetic energy added together. -/
def energy (m : Model n) (μ M : ℝ) (q : Motion n) (t : ℝ) : ℝ :=
  μ * (q.dψ t ⬝ᵥ q.dψ t) + braket (q.ψ t) (m.H (q.R t)) (q.ψ t) + M / 2 * q.dR t ^ 2

/-- A matrix element written as a double sum over components. -/
theorem braket_eq_sum (u : n → ℝ) (A : Matrix n n ℝ) (v : n → ℝ) :
    braket u A v = ∑ i, ∑ j, u i * A i j * v j := by
  simp only [braket, dotProduct, Matrix.mulVec, Finset.mul_sum, mul_assoc]

/-- The rate of change of `⟨ψ, A(R) ψ⟩` has a part from the moving orbital and a part from the
moving ion. -/
theorem hasDerivAt_braket {A : ℝ → Matrix n n ℝ} {A' : Matrix n n ℝ} (q : Motion n) (t : ℝ)
    (hs : ∀ i j, A (q.R t) i j = A (q.R t) j i)
    (hA : ∀ i j, HasDerivAt (fun r => A r i j) (A' i j) (q.R t)) :
    HasDerivAt (fun s => braket (q.ψ s) (A (q.R s)) (q.ψ s))
      (2 * braket (q.dψ t) (A (q.R t)) (q.ψ t) + q.dR t * braket (q.ψ t) A' (q.ψ t)) t := by
  -- symmetry of A lets the two orbital terms be combined
  have hswap : ∑ i, ∑ j, q.ψ t i * A (q.R t) i j * q.dψ t j
      = ∑ i, ∑ j, q.dψ t i * A (q.R t) i j * q.ψ t j := by
    rw [Finset.sum_comm]
    refine Finset.sum_congr rfl fun i _ => Finset.sum_congr rfl fun j _ => ?_
    rw [hs j i]
    ring
  have h1 : ∀ i j, HasDerivAt (fun s => q.ψ s i * A (q.R s) i j * q.ψ s j)
      (q.dψ t i * A (q.R t) i j * q.ψ t j + q.dR t * (q.ψ t i * A' i j * q.ψ t j)
        + q.ψ t i * A (q.R t) i j * q.dψ t j) t := by
    intro i j
    have hc : HasDerivAt (fun s => A (q.R s) i j) (A' i j * q.dR t) t :=
      (hA i j).comp t (q.hR t)
    exact (((q.hψ t i).fun_mul hc).fun_mul (q.hψ t j)).congr_deriv (by ring)
  have h2 : HasDerivAt (fun s => ∑ i, ∑ j, q.ψ s i * A (q.R s) i j * q.ψ s j)
      (∑ i, ∑ j, (q.dψ t i * A (q.R t) i j * q.ψ t j + q.dR t * (q.ψ t i * A' i j * q.ψ t j)
        + q.ψ t i * A (q.R t) i j * q.dψ t j)) t :=
    HasDerivAt.fun_sum fun i _ => HasDerivAt.fun_sum fun j _ => h1 i j
  simp only [braket_eq_sum]
  refine h2.congr_deriv ?_
  simp only [Finset.sum_add_distrib, ← Finset.mul_sum]
  rw [hswap]
  ring

/-- Energy balance: the energy changes at the rate `R' (F - Λ⟨ψ, S'(R) ψ⟩)`. -/
theorem energy_balance {m : Model n} {μ M : ℝ} {F Λ : ℝ → ℝ} {q : Motion n}
    (h : Solves m μ M F Λ q) (t : ℝ) :
    HasDerivAt (energy m μ M q)
      (q.dR t * (F t - Λ t * braket (q.ψ t) (m.dS (q.R t)) (q.ψ t))) t := by
  -- the constraint, differentiated in time
  have hcon : 2 * braket (q.dψ t) (m.S (q.R t)) (q.ψ t)
      + q.dR t * braket (q.ψ t) (m.dS (q.R t)) (q.ψ t) = 0 := by
    have h1 := hasDerivAt_braket (A := m.S) (A' := m.dS (q.R t)) q t (m.S_symm _) (m.S_deriv _)
    rw [funext h.constraint] at h1
    exact h1.unique (hasDerivAt_const t (1 : ℝ))
  -- the orbital equation, projected on the orbital velocity
  have horb : μ * (q.dψ t ⬝ᵥ q.ddψ t) = -braket (q.dψ t) (m.H (q.R t)) (q.ψ t)
      + Λ t * braket (q.dψ t) (m.S (q.R t)) (q.ψ t) := by
    have h1 := congrArg (fun w => q.dψ t ⬝ᵥ w) (h.orbital t)
    simpa only [dotProduct_add, dotProduct_neg, dotProduct_smul, smul_eq_mul, braket] using h1
  have hk : HasDerivAt (fun s => q.dψ s ⬝ᵥ q.dψ s) (2 * (q.dψ t ⬝ᵥ q.ddψ t)) t := by
    have h1 : HasDerivAt (fun s => ∑ i, q.dψ s i * q.dψ s i)
        (∑ i, (q.ddψ t i * q.dψ t i + q.dψ t i * q.ddψ t i)) t :=
      HasDerivAt.fun_sum fun i _ => (q.hdψ t i).fun_mul (q.hdψ t i)
    refine h1.congr_deriv ?_
    simp only [dotProduct, Finset.mul_sum]
    exact Finset.sum_congr rfl fun i _ => by ring
  have hp := hasDerivAt_braket (A := m.H) (A' := m.dH (q.R t)) q t (m.H_symm _) (m.H_deriv _)
  have hi : HasDerivAt (fun s => q.dR s ^ 2) (2 * q.dR t * q.ddR t) t :=
    ((q.hdR t).fun_pow 2).congr_deriv (by simp)
  refine (((hk.const_mul μ).fun_add hp).fun_add (hi.const_mul (M / 2))).congr_deriv ?_
  linear_combination 2 * horb + q.dR t * h.ion t + Λ t * hcon

/-- The energy is constant in time exactly when the force mismatch `F - Λ⟨ψ, S'(R) ψ⟩` does no
work on the ion at any time. -/
theorem energy_conserved_iff {m : Model n} {μ M : ℝ} {F Λ : ℝ → ℝ} {q : Motion n}
    (h : Solves m μ M F Λ q) :
    (∀ t, energy m μ M q t = energy m μ M q 0) ↔
      ∀ t, q.dR t * (F t - Λ t * braket (q.ψ t) (m.dS (q.R t)) (q.ψ t)) = 0 := by
  constructor
  · intro hc t
    have h1 := energy_balance h t
    rw [funext hc] at h1
    exact h1.unique (hasDerivAt_const t _)
  · intro h0 t
    exact is_const_of_deriv_eq_zero (fun s => (energy_balance h s).differentiableAt)
      (fun s => (energy_balance h s).deriv.trans (h0 s)) t 0

/-- With the overlap force `Λ⟨ψ, S'(R) ψ⟩` acting on the ion, the energy is conserved. -/
theorem energy_conserved_of_overlap_force {m : Model n} {μ M : ℝ} {Λ : ℝ → ℝ} {q : Motion n}
    (h : Solves m μ M (fun t => Λ t * braket (q.ψ t) (m.dS (q.R t)) (q.ψ t)) Λ q) (t : ℝ) :
    energy m μ M q t = energy m μ M q 0 :=
  (energy_conserved_iff h).2 (fun s => by simp) t

/-- The derivative of the toy overlap `1 / cosh² r`. -/
theorem hasDerivAt_toyOverlap (r : ℝ) :
    HasDerivAt (fun x => 1 / Real.cosh x ^ 2) (-2 * Real.sinh r / Real.cosh r ^ 3) r := by
  have h0 : Real.cosh r ≠ 0 := (Real.cosh_pos r).ne'
  have hc : HasDerivAt (fun x => Real.cosh x ^ 2) (2 * Real.cosh r * Real.sinh r) r :=
    ((Real.hasDerivAt_cosh r).fun_pow 2).congr_deriv (by simp)
  refine ((hasDerivAt_const r (1 : ℝ)).fun_div hc (pow_ne_zero 2 h0)).congr_deriv ?_
  rw [div_eq_div_iff (pow_ne_zero 2 (pow_ne_zero 2 h0)) (pow_ne_zero 3 h0)]
  ring

/-- The toy model `S(R) = diag(1/cosh² R, 1)`, `H = diag(e, e')`. -/
def toyModel (e e' : ℝ) : Model (Fin 2) where
  H _ := !![e, 0; 0, e']
  dH _ := 0
  S r := !![1 / Real.cosh r ^ 2, 0; 0, 1]
  dS r := !![-2 * Real.sinh r / Real.cosh r ^ 3, 0; 0, 0]
  H_symm := by intro r i j; fin_cases i <;> fin_cases j <;> rfl
  S_symm := by intro r i j; fin_cases i <;> fin_cases j <;> rfl
  H_deriv := fun r i j => hasDerivAt_const r _
  S_deriv := by
    intro r i j
    fin_cases i <;> fin_cases j
    · exact hasDerivAt_toyOverlap r
    · exact hasDerivAt_const r (0 : ℝ)
    · exact hasDerivAt_const r (0 : ℝ)
    · exact hasDerivAt_const r (1 : ℝ)

/-- The toy motion `R = t`, `ψ = (cosh t, 0)`. -/
def toyMotion : Motion (Fin 2) where
  ψ t := ![Real.cosh t, 0]
  dψ t := ![Real.sinh t, 0]
  ddψ t := ![Real.cosh t, 0]
  R t := t
  dR _ := 1
  ddR _ := 0
  hψ := by
    intro t i
    fin_cases i
    · exact Real.hasDerivAt_cosh t
    · exact hasDerivAt_const t (0 : ℝ)
  hdψ := by
    intro t i
    fin_cases i
    · exact Real.hasDerivAt_sinh t
    · exact hasDerivAt_const t (0 : ℝ)
  hR := fun t => hasDerivAt_id t
  hdR := fun t => hasDerivAt_const t (1 : ℝ)

/-- The toy multiplier `Λ = (μ + e) cosh² t`. -/
def toyMultiplier (μ e t : ℝ) : ℝ := (μ + e) * Real.cosh t ^ 2

/-- The toy motion satisfies the constraint, the orbital equation and the ionic equation with the
overlap force left out. -/
theorem toy_solves_witness (μ M e e' : ℝ) :
    Solves (toyModel e e') μ M (fun _ => 0) (toyMultiplier μ e) toyMotion where
  constraint t := by
    have h0 : Real.cosh t ≠ 0 := (Real.cosh_pos t).ne'
    simp [braket, toyModel, toyMotion, Matrix.mulVec, dotProduct, Fin.sum_univ_two]
    field_simp
  orbital t := by
    have h0 : Real.cosh t ≠ 0 := (Real.cosh_pos t).ne'
    ext i
    fin_cases i <;>
      simp [toyModel, toyMotion, toyMultiplier]
    all_goals (field_simp; try ring)
  ion t := by simp [braket, toyModel, toyMotion]

/-- Along the toy motion, without overlap force and with `μ > 0` and `e ≥ 0`, the energy has
derivative `-Λ⟨ψ, S'(R) ψ⟩` at every time `t > 0`, and this derivative is strictly positive. -/
theorem toy_energy_drift {μ e t : ℝ} (M e' : ℝ) (hμ : 0 < μ) (he : 0 ≤ e) (ht : 0 < t) :
    HasDerivAt (energy (toyModel e e') μ M toyMotion)
      (-toyMultiplier μ e t *
        braket (toyMotion.ψ t) ((toyModel e e').dS (toyMotion.R t)) (toyMotion.ψ t)) t ∧
    0 < -toyMultiplier μ e t *
        braket (toyMotion.ψ t) ((toyModel e e').dS (toyMotion.R t)) (toyMotion.ψ t) := by
  have hc : 0 < Real.cosh t := Real.cosh_pos t
  have hsinh : 0 < Real.sinh t := Real.sinh_pos_iff.2 ht
  constructor
  · refine (energy_balance (toy_solves_witness μ M e e') t).congr_deriv ?_
    have h1 : toyMotion.dR t = 1 := rfl
    simp only [h1]
    ring
  · have hb : braket (toyMotion.ψ t) ((toyModel e e').dS (toyMotion.R t)) (toyMotion.ψ t)
        = -(2 * Real.sinh t / Real.cosh t) := by
      simp [braket, toyModel, toyMotion, Matrix.mulVec, dotProduct, Fin.sum_univ_two]
      field_simp
    rw [hb, neg_mul_neg]
    unfold toyMultiplier
    positivity

end

end UltrasoftMolecularDynamics
```

```lean
#print axioms UltrasoftMolecularDynamics.energy_conserved_of_overlap_force
-- 'UltrasoftMolecularDynamics.energy_conserved_of_overlap_force' depends on axioms: [propext, Classical.choice, Quot.sound]
#print axioms UltrasoftMolecularDynamics.toy_energy_drift
-- 'UltrasoftMolecularDynamics.toy_energy_drift' depends on axioms: [propext, Classical.choice, Quot.sound]
```

## Reading the statement

`Model` holds H, S and their derivatives `dH`, `dS`, with symmetry and differentiability required entry by entry. `Motion` holds the trajectory with its first and second time derivatives. Each is tied to the function it differentiates by `HasDerivAt`, so a velocity or acceleration cannot be an unrelated function. `braket u A v` is ⟨u, Av⟩ for real vectors.

`Solves` contains the three equations for all real times. `F` is the force added to the Hellmann–Feynman term −⟨ψ, H'ψ⟩, and `Λ` is supplied as a function, not computed by a constraint algorithm. In the toy model the index type is `Fin 2`, and `!![...]` and `![...]` write out the matrices and vectors.

The energy convention matters when comparing with a code. The fictitious kinetic term is μ⟨ψ',ψ'⟩, without a factor ½, which matches an orbital force of −Hψ. If your code writes the term as ½m⟨ψ',ψ'⟩ with the same electronic energy, then m = 2μ.

`toy_solves_witness` verifies the toy equations for all real μ, M, e and e'. `toy_energy_drift` states two things under μ > 0, e ≥ 0 and t > 0: the energy has the stated derivative, and that derivative is positive. The sign conditions on μ and e serve to make Λ positive.

## How the proof runs

`braket_eq_sum` expands a matrix element into a double sum, and `hasDerivAt_braket` differentiates it term by term. Inside that lemma, `hswap` exchanges the summation indices and uses symmetry to merge the two orbital contributions into the factor 2.

In `energy_balance`, `hcon` is the differentiated constraint, obtained from uniqueness of derivatives, and `horb` is the orbital equation projected on ψ'. The final `linear_combination` adds twice `horb`, R' times the ionic equation and Λ times `hcon`, which are the same cancellations as in the derivation above.

`energy_conserved_iff` turns this rate into a criterion. One direction compares it with the derivative of a constant; the other uses the fact that a function with zero derivative everywhere is constant. `energy_conserved_of_overlap_force` inserts the correct F.

For the toy model, `hasDerivAt_toyOverlap` differentiates 1/cosh²R. The drift theorem then applies `energy_balance` with R' = 1 and F = 0, evaluates the matrix element as −2 sinh t / cosh t, and leaves the sign to `positivity`.

## Scope for a simulation code

The theorems concern exact trajectories in continuous time. They do not address time-step error, thermostats or incomplete enforcement of the constraint. Several orbitals with a matrix of multipliers, complex orbitals, many ions and a density-dependent energy would each need a larger model. Existence of solutions for a general H and S is not shown either; the toy trajectory is given explicitly.

Two points help in reading an energy trace. First, conservation tests the power R'(F − Λ⟨ψ, S'ψ⟩), not the force alone: an ion held fixed has R' = 0, so no force on it does work, and the energy trace of a frozen-ion run cannot reveal a missing overlap term. Second, the toy path is a solution of the equations with the force omitted. For μ > 0 and e ≥ 0, restoring the force at t > 0 would decelerate the ion when M > 0, so the correct dynamics follows a different trajectory instead of the same one with a corrected energy.
